# The fifth-order Rayleigh–Schrödinger energy from state corrections through second order

Take a Hamiltonian H₀ + λV with H₀ and V symmetric. Expand the energy as E₀ + λE₁ + λ²E₂ + … and the state as ψ₀ + λψ₁ + λ²ψ₂ + …, with ψ₀ a unit vector and every correction orthogonal to it. The third-order part of the eigenvalue equation, projected on ψ₀, gives

E₃ = ⟨ψ₀, Vψ₂⟩,

which seems to require ψ₂. The two lower equations are

H₀ψ₁ + Vψ₀ = E₀ψ₁ + E₁ψ₀

H₀ψ₂ + Vψ₁ = E₀ψ₂ + E₁ψ₁ + E₂ψ₀.

Pair the first with ψ₂ as ket and the second with ψ₁ as bra. The ψ₀ terms on the right vanish by orthogonality:

⟨H₀ψ₁, ψ₂⟩ + ⟨Vψ₀, ψ₂⟩ = E₀⟨ψ₁, ψ₂⟩

⟨ψ₁, H₀ψ₂⟩ + ⟨ψ₁, Vψ₁⟩ = E₀⟨ψ₁, ψ₂⟩ + E₁⟨ψ₁, ψ₁⟩.

Subtract. The H₀ terms cancel by symmetry and the E₀ terms cancel outright, so

E₃ = ⟨ψ₀, Vψ₂⟩ = ⟨ψ₁, Vψ₁⟩ − E₁⟨ψ₁, ψ₁⟩.

One order has moved from the ket to the bra, and ψ₂ is gone. Repeating the move gives the fifth-order energy from ψ₁ and ψ₂.

## The series and its equations

```lean
import Mathlib

open Finset
open scoped InnerProductSpace

namespace FifthOrderEnergy

noncomputable section

variable {F : Type*} [NormedAddCommGroup F] [InnerProductSpace ℂ F]
```

The space `F` is a complex inner-product space of any dimension. Mathlib's inner product is conjugate-linear in the first argument, as in bra-ket notation.

```lean
/-- A Rayleigh-Schrödinger series through order `N` for `H0 + λ V`: a unit eigenvector `ψ 0`
of `H0`, corrections orthogonal to it, and the eigenvalue equation at each order in `λ`. -/
structure RSSeries (H0 V : F →ₗ[ℂ] F) (E : ℕ → ℝ) (ψ : ℕ → F) (N : ℕ) : Prop where
  unit : ‖ψ 0‖ = 1
  zeroth : H0 (ψ 0) = (E 0 : ℂ) • ψ 0
  orth : ∀ k < N, ⟪ψ 0, ψ (k + 1)⟫_ℂ = 0
  order : ∀ k < N, H0 (ψ (k + 1)) + V (ψ k) =
    ∑ i ∈ range (k + 2), (E (k + 1 - i) : ℂ) • ψ i
```

A `structure` ending in `Prop` is a named list of conditions. `RSSeries H0 V E ψ N` says that `E` and `ψ` form a perturbation series through order N:

- `unit` and `zeroth`: ψ₀ has norm 1 and H₀ψ₀ = E₀ψ₀.
- `orth`: ⟨ψ₀, ψ_(k+1)⟩ = 0 for k < N. This is intermediate normalisation; the corrections themselves are not normalised.
- `order`: for k < N, the coefficient of λ^(k+1) in the eigenvalue equation,

H₀ψ_(k+1) + Vψ_k = Σ_(i=0..k+1) E_(k+1−i) ψ_i.

The type `ℕ → ℝ` makes the energies real, and `(E 0 : ℂ)` reads such a number as a complex one. The set `range n` is 0, …, n−1, which is why many indices appear as k + 1.

The series is assumed, not constructed. Nothing is said about its convergence, or about whether the E_k are the Taylor coefficients of an actual eigenvalue. Degeneracy of E₀ is allowed, provided that the listed equations hold. Both operators act on all of `F`, so an unbounded Hamiltonian fits only if `F` is a subspace that it maps into itself and that contains the corrections.

```lean
/-- The matrix element of `V` between the corrections of orders `m` and `q`, minus the overlaps
of the corrections of orders `1..m` and `1..q` weighted by the complementary energies. -/
def wignerForm (V : F →ₗ[ℂ] F) (E : ℕ → ℝ) (ψ : ℕ → F) (m q : ℕ) : ℂ :=
  ⟪ψ m, V (ψ q)⟫_ℂ - ∑ k ∈ range m, ∑ l ∈ range q,
    (E (m + q + 1 - (k + 1) - (l + 1)) : ℂ) * ⟪ψ (k + 1), ψ (l + 1)⟫_ℂ
```

This definition names the expression that will turn out to be an energy. Write it W(m, q):

W(m, q) = ⟨ψ_m, Vψ_q⟩ − Σ_(k<m) Σ_(l<q) E_(m+q+1−(k+1)−(l+1)) ⟨ψ_(k+1), ψ_(l+1)⟩.

In each term of the double sum, the energy's order and the orders of the two corrections add up to m + q + 1. For m = 0 the sum is empty and W(0, q) = ⟨ψ₀, Vψ_q⟩. The opening example is W(0, 2) = W(1, 1).

## Pairing the equations with a vector

```lean
variable {H0 V : F →ₗ[ℂ] F} {E : ℕ → ℝ} {ψ : ℕ → F} {N : ℕ}

/-- The equation of order `k + 1` projected on an arbitrary bra `x`. -/
theorem order_bra (h : RSSeries H0 V E ψ N) {k : ℕ} (hk : k < N) (x : F) :
    ⟪x, H0 (ψ (k + 1))⟫_ℂ + ⟪x, V (ψ k)⟫_ℂ =
      ∑ i ∈ range (k + 2), (E (k + 1 - i) : ℂ) * ⟪x, ψ i⟫_ℂ := by
  rw [← inner_add_right, h.order k hk, inner_sum]
  simp only [inner_smul_right]
```

For any vector x and any k < N,

⟨x, H₀ψ_(k+1)⟩ + ⟨x, Vψ_k⟩ = Σ_(i=0..k+1) E_(k+1−i) ⟨x, ψ_i⟩.

A Lean theorem lists its hypotheses before the colon and its claim after it; the proof follows `:=`. Here `rw` (rewrite) joins the two inner products, inserts the order equation and distributes over the sum. Then `simp only` pulls out the scalars.

```lean
/-- The conjugate equation of order `k + 1` applied to an arbitrary ket `x`. -/
theorem order_ket (h : RSSeries H0 V E ψ N) {k : ℕ} (hk : k < N) (x : F) :
    ⟪H0 (ψ (k + 1)), x⟫_ℂ + ⟪V (ψ k), x⟫_ℂ =
      ∑ i ∈ range (k + 2), (E (k + 1 - i) : ℂ) * ⟪ψ i, x⟫_ℂ := by
  rw [← inner_add_left, h.order k hk, sum_inner]
  simp only [inner_smul_left, Complex.conj_ofReal]
```

This is the same equation with x on the right. Scalars now leave the first argument as complex conjugates, and `Complex.conj_ofReal` removes the conjugation because the energies are real.

## Moving one order from ket to bra

```lean
/-- The Wigner form is unchanged when one order of perturbation is moved from ket to bra. -/
theorem wignerForm_shift (hH : H0.IsSymmetric) (hV : V.IsSymmetric)
    (h : RSSeries H0 V E ψ N) (m q : ℕ) (hN : m + q + 2 ≤ N) :
    wignerForm V E ψ m (q + 1) = wignerForm V E ψ (m + 1) q := by
  have a := order_ket h (show m < N by omega) (ψ (q + 1))
  have b := order_bra h (show q < N by omega) (ψ (m + 1))
  -- separate the lowest and highest terms; the lowest vanish by orthogonality
  rw [sum_range_succ, sum_range_succ', h.orth q (by omega), Nat.sub_self] at a
  rw [sum_range_succ, sum_range_succ', inner_eq_zero_symm.mp (h.orth m (by omega)),
    Nat.sub_self] at b
  -- the two double sums differ by one column and one row
  have d1 : ∑ k ∈ range m, ∑ l ∈ range (q + 1),
      (E (m + (q + 1) + 1 - (k + 1) - (l + 1)) : ℂ) * ⟪ψ (k + 1), ψ (l + 1)⟫_ℂ =
      ∑ k ∈ range m, ∑ l ∈ range q,
        (E (m + (q + 1) + 1 - (k + 1) - (l + 1)) : ℂ) * ⟪ψ (k + 1), ψ (l + 1)⟫_ℂ +
      ∑ k ∈ range m, (E (m + 1 - (k + 1)) : ℂ) * ⟪ψ (k + 1), ψ (q + 1)⟫_ℂ := by
    rw [← sum_add_distrib]
    apply sum_congr rfl
    intro k _
    rw [sum_range_succ, show m + (q + 1) + 1 - (k + 1) - (q + 1) = m + 1 - (k + 1) by omega]
  have d2 : ∑ k ∈ range (m + 1), ∑ l ∈ range q,
      (E (m + 1 + q + 1 - (k + 1) - (l + 1)) : ℂ) * ⟪ψ (k + 1), ψ (l + 1)⟫_ℂ =
      ∑ k ∈ range m, ∑ l ∈ range q,
        (E (m + (q + 1) + 1 - (k + 1) - (l + 1)) : ℂ) * ⟪ψ (k + 1), ψ (l + 1)⟫_ℂ +
      ∑ l ∈ range q, (E (q + 1 - (l + 1)) : ℂ) * ⟪ψ (m + 1), ψ (l + 1)⟫_ℂ := by
    rw [sum_range_succ, show m + 1 + q + 1 = m + (q + 1) + 1 by omega]
    congr 1
    apply sum_congr rfl
    intro l _
    rw [show m + (q + 1) + 1 - (m + 1) - (l + 1) = q + 1 - (l + 1) by omega]
  unfold wignerForm
  rw [d1, d2]
  linear_combination a - b - hH (ψ (m + 1)) (ψ (q + 1)) - hV (ψ m) (ψ (q + 1))
```

The claim is W(m, q+1) = W(m+1, q), the opening calculation at general order. Pair the equation of order m + 1 with the ket ψ_(q+1), and the equation of order q + 1 with the bra ψ_(m+1). After the ψ₀ terms vanish, these read

(a) ⟨H₀ψ_(m+1), ψ_(q+1)⟩ + ⟨Vψ_m, ψ_(q+1)⟩ = E₀⟨ψ_(m+1), ψ_(q+1)⟩ + Σ_(k<m) E_(m+1−(k+1)) ⟨ψ_(k+1), ψ_(q+1)⟩

(b) ⟨ψ_(m+1), H₀ψ_(q+1)⟩ + ⟨ψ_(m+1), Vψ_q⟩ = E₀⟨ψ_(m+1), ψ_(q+1)⟩ + Σ_(l<q) E_(q+1−(l+1)) ⟨ψ_(m+1), ψ_(l+1)⟩.

Subtract (b) from (a) and use the symmetry of H₀ and V:

⟨ψ_m, Vψ_(q+1)⟩ − Σ_(k<m) E_(m+1−(k+1)) ⟨ψ_(k+1), ψ_(q+1)⟩ = ⟨ψ_(m+1), Vψ_q⟩ − Σ_(l<q) E_(q+1−(l+1)) ⟨ψ_(m+1), ψ_(l+1)⟩.

The double sums in W(m, q+1) and W(m+1, q) share the block k < m, l < q. The first has one extra column, l = q, and the second has one extra row, k = m. These are exactly the two single sums above, so subtracting the common block from both sides proves the claim.

In the code, `a` and `b` start as the two paired equations, and the `rw` lines split off their highest and lowest terms. The statements `d1` and `d2` separate the extra column and row, with `omega` settling the integer arithmetic of the indices. Finally, `linear_combination` checks that the goal follows from `a` minus `b`, corrected by the two symmetry relations.

## Every energy as a Wigner form

```lean
/-- The energy of order `m + q + 1` equals the Wigner form built from the corrections up to
order `m` in the bra and up to order `q` in the ket. -/
theorem energy_eq_wignerForm (hH : H0.IsSymmetric) (hV : V.IsSymmetric)
    (h : RSSeries H0 V E ψ N) (m q : ℕ) (hN : m + q + 1 ≤ N) :
    (E (m + q + 1) : ℂ) = wignerForm V E ψ m q := by
  induction m generalizing q with
  | zero =>
    -- project the equation of order q + 1 on the unperturbed state
    have b := order_bra h (show q < N by omega) (ψ 0)
    have hz : ∑ i ∈ range (q + 1),
        (E (q + 1 - (i + 1)) : ℂ) * ⟪ψ 0, ψ (i + 1)⟫_ℂ = 0 := by
      apply sum_eq_zero
      intro i hi
      have hi' := mem_range.mp hi
      rw [h.orth i (by omega), mul_zero]
    have h1 : ⟪ψ 0, ψ 0⟫_ℂ = 1 := by
      rw [inner_self_eq_norm_sq_to_K, h.unit]
      simp
    have h0 : ⟪ψ 0, H0 (ψ (q + 1))⟫_ℂ = 0 := by
      rw [← hH (ψ 0) (ψ (q + 1)), h.zeroth, inner_smul_left, h.orth q (by omega), mul_zero]
    rw [sum_range_succ', hz, h1, h0, Nat.sub_zero] at b
    unfold wignerForm
    rw [sum_range_zero, Nat.zero_add]
    linear_combination -b
  | succ m ih =>
    rw [← wignerForm_shift hH hV h m q (by omega), ← ih (q + 1) (by omega),
      show m + 1 + q + 1 = m + (q + 1) + 1 by omega]
```

The claim is E_(m+q+1) = W(m, q) whenever m + q + 1 ≤ N. The proof is by induction on m, for all q at once.

For m = 0, project the equation of order q + 1 on ψ₀. Symmetry gives

⟨ψ₀, H₀ψ_(q+1)⟩ = ⟨H₀ψ₀, ψ_(q+1)⟩ = E₀⟨ψ₀, ψ_(q+1)⟩ = 0.

On the right only the i = 0 term survives, and ⟨ψ₀, ψ₀⟩ = 1. Hence E_(q+1) = ⟨ψ₀, Vψ_q⟩ = W(0, q). The steps `h0`, `hz` and `h1` are these three facts.

For the step from m to m + 1, the induction hypothesis `ih` is used at q + 1, followed by the shift:

E_((m+1)+q+1) = E_(m+(q+1)+1) = W(m, q+1) = W(m+1, q).

```lean
/-- Wigner's `2n + 1` rule: the energy of order `2n + 1` expressed through the corrections to
the state up to order `n` and lower energies. -/
theorem wigner_rule (hH : H0.IsSymmetric) (hV : V.IsSymmetric)
    (n : ℕ) (h : RSSeries H0 V E ψ (2 * n + 1)) :
    (E (2 * n + 1) : ℂ) = ⟪ψ n, V (ψ n)⟫_ℂ - ∑ k ∈ range n, ∑ l ∈ range n,
      (E (2 * n + 1 - (k + 1) - (l + 1)) : ℂ) * ⟪ψ (k + 1), ψ (l + 1)⟫_ℂ := by
  have key := energy_eq_wignerForm hH hV h n n (by omega)
  rw [two_mul]
  exact key
```

Setting m = q = n gives the 2n + 1 rule. Its smallest case, n = 0, has an empty double sum and is the familiar E₁ = ⟨ψ₀, Vψ₀⟩; n = 1 is the opening example. The rule is proved here for a perturbation linear in λ and for states that satisfy the order equations exactly. The version used in response theory, for energies made stationary in variational parameters, is a different statement.

## Fourth and fifth order written out

```lean
/-- The fourth-order energy from the first- and second-order corrections to the state. -/
theorem fourth_order (hH : H0.IsSymmetric) (hV : V.IsSymmetric)
    (h : RSSeries H0 V E ψ 4) :
    (E 4 : ℂ) = ⟪ψ 1, V (ψ 2) - (E 1 : ℂ) • ψ 2⟫_ℂ - E 2 * ⟪ψ 1, ψ 1⟫_ℂ := by
  have key := energy_eq_wignerForm hH hV h 1 2 (by norm_num)
  simp only [wignerForm, sum_range_succ, sum_range_zero, zero_add,
    Nat.reduceAdd, Nat.reduceSub] at key
  rw [inner_sub_right, inner_smul_right]
  linear_combination key
```

With m = 1 and q = 2 the double sum has two terms, E₂⟨ψ₁, ψ₁⟩ and E₁⟨ψ₁, ψ₂⟩. Absorbing the second into the matrix element gives

E₄ = ⟨ψ₁, (V − E₁)ψ₂⟩ − E₂⟨ψ₁, ψ₁⟩.

```lean
/-- The fifth-order energy from the first- and second-order corrections to the state. -/
theorem fifth_order (hH : H0.IsSymmetric) (hV : V.IsSymmetric)
    (h : RSSeries H0 V E ψ 5) :
    (E 5 : ℂ) = ⟪ψ 2, V (ψ 2) - (E 1 : ℂ) • ψ 2⟫_ℂ
      - 2 * E 2 * ((⟪ψ 1, ψ 2⟫_ℂ).re : ℂ) - E 3 * ⟪ψ 1, ψ 1⟫_ℂ := by
  have key := energy_eq_wignerForm hH hV h 2 2 (by norm_num)
  simp only [wignerForm, sum_range_succ, sum_range_zero, zero_add,
    Nat.reduceAdd, Nat.reduceSub] at key
  -- the two mixed overlaps are complex conjugates
  have hre : ⟪ψ 1, ψ 2⟫_ℂ + ⟪ψ 2, ψ 1⟫_ℂ = 2 * ((⟪ψ 1, ψ 2⟫_ℂ).re : ℂ) := by
    rw [← inner_conj_symm (ψ 2) (ψ 1), Complex.add_conj, Complex.ofReal_mul,
      Complex.ofReal_ofNat]
  rw [inner_sub_right, inner_smul_right]
  linear_combination key - (E 2 : ℂ) * hre
```

With m = q = 2 there are four terms:

E₅ = ⟨ψ₂, Vψ₂⟩ − E₃⟨ψ₁, ψ₁⟩ − E₂⟨ψ₁, ψ₂⟩ − E₂⟨ψ₂, ψ₁⟩ − E₁⟨ψ₂, ψ₂⟩.

The two mixed overlaps are complex conjugates, so they add up to 2 Re⟨ψ₁, ψ₂⟩; this is `hre`. Therefore

E₅ = ⟨ψ₂, (V − E₁)ψ₂⟩ − 2E₂ Re⟨ψ₁, ψ₂⟩ − E₃⟨ψ₁, ψ₁⟩.

The hypothesis still asks for a series through order 5, but ψ₃, ψ₄ and ψ₅ do not enter the formula. For Møller–Plesset theory in a finite basis, with the order equations solved exactly, this means that the first- and second-order corrections to the wavefunction suffice for the energy through fifth order.

## A two-level system that satisfies the hypotheses

```lean
/-- The two-level operator with real diagonal entries `a`, `d` and real coupling `b`. -/
def twoLevel (a b d : ℝ) : EuclideanSpace ℂ (Fin 2) →ₗ[ℂ] EuclideanSpace ℂ (Fin 2) where
  toFun x := !₂[(a : ℂ) * x 0 + b * x 1, (b : ℂ) * x 0 + d * x 1]
  map_add' x y := by
    ext i
    fin_cases i <;> simp <;> ring
  map_smul' c x := by
    ext i
    fin_cases i <;> simp <;> ring
```

`twoLevel a b d` is the matrix with rows (a, b) and (b, d), written as a linear map on ℂ². The remaining fields prove linearity one component at a time.

```lean
/-- Energies of the two-level example through fifth order. -/
def exampleE : ℕ → ℝ
  | 0 => 0
  | 1 => 1
  | 2 => -1
  | 3 => 1
  | 4 => 0
  | 5 => -2
  | _ => 0
```

These are the energies for H₀ = diag(0, 1) and V with rows (1, 1) and (1, 2). The last line merely fills the orders above five, which are not used.

```lean
/-- State corrections of the two-level example through fifth order. -/
def exampleψ : ℕ → EuclideanSpace ℂ (Fin 2)
  | 0 => !₂[1, 0]
  | 1 => !₂[0, -1]
  | 2 => !₂[0, 1]
  | 3 => !₂[0, 0]
  | 4 => !₂[0, -2]
  | 5 => !₂[0, 3]
  | _ => 0
```

The ground state of H₀ is (1, 0), and each correction lies along (0, 1), as orthogonality demands.

```lean
/-- Every two-level operator with real entries and equal couplings is symmetric. -/
theorem twoLevel_symmetric (a b d : ℝ) : (twoLevel a b d).IsSymmetric := by
  intro x y
  simp [twoLevel, PiLp.inner_apply, Fin.sum_univ_two]
  ring
```

Real entries and equal couplings make the matrix Hermitian. The proof writes out both inner products and compares them with `ring`.

```lean
/-- The two-level example is a Rayleigh-Schrödinger series through fifth order, with symmetric
unperturbed Hamiltonian and symmetric perturbation. -/
theorem fifth_order_witness :
    (twoLevel 0 0 1).IsSymmetric ∧ (twoLevel 1 1 2).IsSymmetric ∧
      RSSeries (twoLevel 0 0 1) (twoLevel 1 1 2) exampleE exampleψ 5 := by
  refine ⟨twoLevel_symmetric 0 0 1, twoLevel_symmetric 1 1 2, ?_, ?_, ?_, ?_⟩
  · simp [exampleψ, EuclideanSpace.norm_eq, Fin.sum_univ_two]
  · ext i
    fin_cases i <;> simp [twoLevel, exampleE, exampleψ]
  · intro k hk
    interval_cases k <;> simp [exampleψ, PiLp.inner_apply, Fin.sum_univ_two]
  · intro k hk
    interval_cases k <;> ext i <;> fin_cases i <;>
      simp [twoLevel, exampleE, exampleψ, sum_range_succ] <;> norm_num

end

end FifthOrderEnergy
```

Both operators are symmetric, and the listed energies and vectors satisfy every condition through fifth order. Lean checks the orders one at a time, which is the work of `interval_cases`. Inserting the values into the fifth-order formula gives ⟨ψ₂, (V − E₁)ψ₂⟩ = 1, Re⟨ψ₁, ψ₂⟩ = −1 and ⟨ψ₁, ψ₁⟩ = 1, so

E₅ = 1 − 2·(−1)·(−1) − 1·1 = −2,

in agreement with the table.

```lean
#print axioms FifthOrderEnergy.wigner_rule
#print axioms FifthOrderEnergy.fourth_order
#print axioms FifthOrderEnergy.fifth_order
```

```
'FifthOrderEnergy.wigner_rule' depends on axioms: [propext, Classical.choice, Quot.sound]
'FifthOrderEnergy.fourth_order' depends on axioms: [propext, Classical.choice, Quot.sound]
'FifthOrderEnergy.fifth_order' depends on axioms: [propext, Classical.choice, Quot.sound]
```

## A perturbation that is not symmetric

Keep H₀ = diag(0, 1), but let V have rows (0, 0) and (1, 1). Take ψ₀ = (1, 0), ψ_k = (0, (−1)^k) for k ≥ 1, and all energies zero. Then H₀ψ_(k+1) + Vψ_k = 0 at every order, so all the conditions in `RSSeries` hold. The formula, however, would give

⟨ψ₂, Vψ₂⟩ = 1,

whereas E₅ = 0. The failure comes from the first move between bra and ket, from W(0, 4) to W(1, 3), which needs ⟨Vψ₀, ψ₄⟩ = ⟨ψ₀, Vψ₄⟩. Here ⟨Vψ₀, ψ₄⟩ = 1, but ⟨ψ₀, Vψ₄⟩ = 0.
